# Every energy of a uniform transverse-field Ising ring of N ≥ 2 spins is at least −N√(J² + h²)

After diagonalising a transverse-field Ising ring numerically, I compare the lowest energy with −N√(J² + h²). If it comes out lower by more than rounding error, I look for a mistake in the matrix or the solver. My Hamiltonian, with Pauli matrices and real J and h, is

H = −∑ᵢ (J Zᵢ Zᵢ₊₁ + h Xᵢ), with N ≥ 3.

I believe the bound follows from the anticommutation of ZᵢZᵢ₊₁ with Xᵢ. Can this be made rigorous and checked by machine?

## Each local term squares to a number

Yes, and the couplings and fields may vary from site to site. Write Wᵢ = ZᵢZᵢ₊₁, Aᵢ = JᵢWᵢ + hᵢXᵢ and rᵢ = √(Jᵢ² + hᵢ²), so that H = −∑ᵢ Aᵢ. Flipping spin i reverses the sign of Zᵢ and leaves Zᵢ₊₁ alone, hence WᵢXᵢ = −XᵢWᵢ. Since Wᵢ² = Xᵢ² = 1,

Aᵢ² = Jᵢ² + hᵢ² + Jᵢhᵢ(WᵢXᵢ + XᵢWᵢ) = rᵢ².

Aᵢ is Hermitian, so ‖Aᵢψ‖² = ⟨ψ, Aᵢ²ψ⟩ = rᵢ²‖ψ‖², and

‖Aᵢψ − rᵢψ‖² = ‖Aᵢψ‖² − 2rᵢ⟨ψ, Aᵢψ⟩ + rᵢ²‖ψ‖² = 2rᵢ(rᵢ‖ψ‖² − ⟨ψ, Aᵢψ⟩).

The left side is nonnegative. For rᵢ > 0 this gives ⟨ψ, Aᵢψ⟩ ≤ rᵢ‖ψ‖²; for rᵢ = 0 the term Aᵢ vanishes and the inequality is trivial. If Hψ = Eψ with ψ ≠ 0, summing gives

E‖ψ‖² = −∑ᵢ ⟨ψ, Aᵢψ⟩ ≥ −(∑ᵢ rᵢ)‖ψ‖².

Dividing by ‖ψ‖² yields E ≥ −∑ᵢ rᵢ, which is −N√(J² + h²) for the uniform ring.

## Neighbouring terms compete

Equality would require ⟨ψ, Aⱼψ⟩ = rⱼ‖ψ‖² for every j, and therefore Aⱼψ = rⱼψ. The commutator of two neighbouring terms would then annihilate ψ. For N ≥ 3 the only pair in it that fails to commute is Wᵢ and Xᵢ₊₁, which gives

[Aᵢ, Aᵢ₊₁] = 2Jᵢhᵢ₊₁ ZᵢZᵢ₊₁Xᵢ₊₁.

This is invertible when Jᵢhᵢ₊₁ ≠ 0, forcing ψ = 0. The bound is then strict. With J = 0 and h ≥ 0 it is attained by the equal superposition of all configurations, with normalised amplitudes 2^(−N/2).

## The ring as Lean describes it

A `State N` assigns a complex amplitude to each configuration `ZMod N → Bool`; arithmetic modulo N closes the ring. `pauliZ` and `pauliX` are linear operators on these states, `bond` is Aᵢ, and `hamiltonian` is H. `overlap` is the real part of the inner product, with no normalisation assumed.

`eigenvalue_bound` says that for N ≥ 2 every complex eigenvalue μ satisfies −∑ᵢ rᵢ ≤ `μ.re`; since H is Hermitian, `μ.re` is the energy itself. `uniform_eigenvalue_bound` is your case. `eigenvalue_bound_strict` assumes that N ≥ 3 and that, for some i, Jᵢ and hᵢ₊₁ are both nonzero. `bound_attained_without_coupling` uses the unnormalised state with all amplitudes 1. At N = 2 the sum counts the single pair of spins twice. Longitudinal fields and longer-range couplings are not included, and the ground-state energy is bounded, not computed.

```lean
import Mathlib

open scoped ComplexConjugate

namespace TransverseFieldIsing

noncomputable section

variable {N : ℕ}

/-- A state of the ring: one complex amplitude for each configuration of up and down spins. -/
abbrev State (N : ℕ) := (ZMod N → Bool) → ℂ

/-- The configuration with spin `i` reversed. -/
def flipAt (i : ZMod N) (s : ZMod N → Bool) : ZMod N → Bool :=
  Function.update s i (!s i)

/-- The value of Pauli `Z` on a single spin: `1` for up and `-1` for down. -/
def sgn (b : Bool) : ℝ := if b then 1 else -1

/-- The Pauli operator `X` on site `i`, which flips that spin. -/
def pauliX (i : ZMod N) : Module.End ℂ (State N) where
  toFun ψ s := ψ (flipAt i s)
  map_add' _ _ := rfl
  map_smul' _ _ := rfl

/-- The Pauli operator `Z` on site `i`, diagonal in the configurations. -/
def pauliZ (i : ZMod N) : Module.End ℂ (State N) where
  toFun ψ s := (sgn (s i) : ℂ) * ψ s
  map_add' _ _ := by funext s; simp [mul_add]
  map_smul' _ _ := by funext s; simp [mul_left_comm]

/-- The local term `J Z_i Z_(i+1) + h X_i`. -/
def bond (J h : ℝ) (i : ZMod N) : Module.End ℂ (State N) :=
  (J : ℂ) • (pauliZ i * pauliZ (i + 1)) + (h : ℂ) • pauliX i

/-- The Ising ring in a transverse field, with couplings and fields that may vary in space. -/
def hamiltonian [NeZero N] (J h : ZMod N → ℝ) : Module.End ℂ (State N) :=
  -∑ i, bond (J i) (h i) i

/-- The real part of the inner product of two states. -/
def overlap [NeZero N] (φ ψ : State N) : ℝ := ∑ s, (conj (φ s) * ψ s).re

private lemma site_ne (k : ℕ) (h0 : 0 < k) (hk : k < N) (i : ZMod N) :
    i + (k : ZMod N) ≠ i := by
  intro h
  have h1 : (k : ZMod N) = 0 := by linear_combination h
  exact absurd (Nat.le_of_dvd h0 ((CharP.cast_eq_zero_iff (ZMod N) N k).1 h1)) (by omega)

private lemma next_ne (hN : 2 ≤ N) (i : ZMod N) : i + 1 ≠ i := by
  simpa using site_ne 1 one_pos (by omega) i

private lemma flip_same (i : ZMod N) (s : ZMod N → Bool) : flipAt i s i = !s i := by
  simp [flipAt]

private lemma flip_ne {i j : ZMod N} (h : j ≠ i) (s : ZMod N → Bool) :
    flipAt i s j = s j := by
  simp [flipAt, h]

private lemma flip_flip (i : ZMod N) (s : ZMod N → Bool) : flipAt i (flipAt i s) = s := by
  simp [flipAt]

private lemma sgn_not (b : Bool) : sgn (!b) = -sgn b := by
  cases b <;> simp [sgn]

private lemma sgn_sq (b : Bool) : (sgn b : ℂ) * sgn b = 1 := by
  cases b <;> simp [sgn]

private lemma bond_apply (J h : ℝ) (i : ZMod N) (ψ : State N) (s : ZMod N → Bool) :
    bond J h i ψ s = J * (sgn (s i) * (sgn (s (i + 1)) * ψ s)) + h * ψ (flipAt i s) := by
  simp [bond, pauliZ, pauliX]

/-- The Ising coupling `Z_i Z_(i+1)` anticommutes with the spin flip `X_i`. -/
theorem coupling_anticommutes (hN : 2 ≤ N) (i : ZMod N) :
    pauliZ i * pauliZ (i + 1) * pauliX i = -(pauliX i * (pauliZ i * pauliZ (i + 1))) := by
  refine LinearMap.ext fun ψ => funext fun s => ?_
  simp [pauliZ, pauliX, flip_same, flip_ne (next_ne hN i), sgn_not]

/-- The local term squares to the number `J² + h²`. -/
theorem bond_sq (hN : 2 ≤ N) (J h : ℝ) (i : ZMod N) :
    bond J h i * bond J h i = ((J ^ 2 + h ^ 2 : ℝ) : ℂ) • 1 := by
  have hX : pauliX i * pauliX i = 1 := by
    refine LinearMap.ext fun ψ => funext fun s => ?_
    simp [pauliX, flip_flip]
  have hW : pauliZ i * pauliZ (i + 1) * (pauliZ i * pauliZ (i + 1)) = 1 := by
    refine LinearMap.ext fun ψ => funext fun s => ?_
    change (sgn (s i) : ℂ) * (sgn (s (i + 1)) * (sgn (s i) * (sgn (s (i + 1)) * ψ s))) = ψ s
    linear_combination (sgn (s (i + 1)) : ℂ) * sgn (s (i + 1)) * ψ s * sgn_sq (s i)
      + ψ s * sgn_sq (s (i + 1))
  -- the cross terms cancel by anticommutation
  simp only [bond, add_mul, mul_add, smul_mul_assoc, mul_smul_comm, hW, hX,
    coupling_anticommutes hN i]
  push_cast
  module

variable [NeZero N]

private lemma bond_symm (J h : ℝ) (i : ZMod N) (φ ψ : State N) :
    overlap φ (bond J h i ψ) = overlap (bond J h i φ) ψ := by
  have hf : ∑ s, (conj (φ s) * ψ (flipAt i s)).re = ∑ s, (conj (φ (flipAt i s)) * ψ s).re :=
    Fintype.sum_equiv (Function.Involutive.toPerm (flipAt i) (flip_flip i)) _ _
      (fun s => by
        change _ = (conj (φ (flipAt i (flipAt i s))) * ψ (flipAt i s)).re
        rw [flip_flip])
  have key : ∑ s, ((conj (φ s) * bond J h i ψ s).re - h * (conj (φ s) * ψ (flipAt i s)).re)
      = ∑ s, ((conj (bond J h i φ s) * ψ s).re - h * (conj (φ (flipAt i s)) * ψ s).re) := by
    refine Finset.sum_congr rfl fun s _ => ?_
    simp only [bond_apply, map_add, map_mul, Complex.conj_ofReal, Complex.mul_re,
      Complex.mul_im, Complex.add_re, Complex.add_im, Complex.conj_re, Complex.conj_im,
      Complex.ofReal_re, Complex.ofReal_im]
    ring
  rw [Finset.sum_sub_distrib, Finset.sum_sub_distrib, ← Finset.mul_sum, ← Finset.mul_sum,
    hf] at key
  unfold overlap
  linarith

private lemma overlap_smul (c : ℂ) (ψ : State N) :
    overlap ψ (c • ψ) = c.re * overlap ψ ψ := by
  simp only [overlap, Finset.mul_sum]
  refine Finset.sum_congr rfl fun s _ => ?_
  simp only [Pi.smul_apply, smul_eq_mul, Complex.mul_re, Complex.mul_im, Complex.conj_re,
    Complex.conj_im]
  ring

private lemma overlap_self (ψ : State N) : overlap ψ ψ = ∑ s, Complex.normSq (ψ s) := by
  refine Finset.sum_congr rfl fun s _ => ?_
  simp only [Complex.normSq_apply, Complex.mul_re, Complex.conj_re, Complex.conj_im]
  ring

private lemma overlap_nonneg (ψ : State N) : 0 ≤ overlap ψ ψ := by
  rw [overlap_self]
  exact Finset.sum_nonneg fun s _ => Complex.normSq_nonneg _

private lemma eq_zero_of_overlap {ψ : State N} (h : overlap ψ ψ = 0) : ψ = 0 := by
  rw [overlap_self, Finset.sum_eq_zero_iff_of_nonneg fun s _ => Complex.normSq_nonneg _] at h
  exact funext fun s => Complex.normSq_eq_zero.1 (h s (Finset.mem_univ s))

/-- With `r = √(J² + h²)` and `A` the local term, `‖Aψ - rψ‖² = 2r (r‖ψ‖² - ⟨ψ, Aψ⟩)`. -/
theorem bond_deviation (hN : 2 ≤ N) (J h : ℝ) (i : ZMod N) (ψ : State N) :
    overlap (bond J h i ψ - (√(J ^ 2 + h ^ 2) : ℂ) • ψ)
        (bond J h i ψ - (√(J ^ 2 + h ^ 2) : ℂ) • ψ)
      = 2 * √(J ^ 2 + h ^ 2) *
        (√(J ^ 2 + h ^ 2) * overlap ψ ψ - overlap ψ (bond J h i ψ)) := by
  have hr : √(J ^ 2 + h ^ 2) ^ 2 = J ^ 2 + h ^ 2 := Real.sq_sqrt (by positivity)
  have hA : overlap (bond J h i ψ) (bond J h i ψ) = (J ^ 2 + h ^ 2) * overlap ψ ψ := by
    have h2 : bond J h i (bond J h i ψ) = ((J ^ 2 + h ^ 2 : ℝ) : ℂ) • ψ :=
      LinearMap.congr_fun (bond_sq hN J h i) ψ
    rw [← bond_symm, h2, overlap_smul, Complex.ofReal_re]
  have expand : ∀ (r : ℝ) (φ : State N), overlap (φ - (r : ℂ) • ψ) (φ - (r : ℂ) • ψ)
      = overlap φ φ - 2 * r * overlap ψ φ + r ^ 2 * overlap ψ ψ := by
    intro r φ
    simp only [overlap, Finset.mul_sum, ← Finset.sum_sub_distrib, ← Finset.sum_add_distrib]
    refine Finset.sum_congr rfl fun s _ => ?_
    simp only [Pi.sub_apply, Pi.smul_apply, smul_eq_mul, map_sub, map_mul,
      Complex.conj_ofReal, Complex.mul_re, Complex.mul_im, Complex.sub_re, Complex.sub_im,
      Complex.conj_re, Complex.conj_im, Complex.ofReal_re, Complex.ofReal_im]
    ring
  rw [expand, hA]
  linear_combination -overlap ψ ψ * hr

/-- For every vector `ψ`, normalised or not, the local term `A` satisfies `⟨ψ, Aψ⟩ ≤ √(J² + h²)
‖ψ‖²`. -/
theorem bond_expectation_le (hN : 2 ≤ N) (J h : ℝ) (i : ZMod N) (ψ : State N) :
    overlap ψ (bond J h i ψ) ≤ √(J ^ 2 + h ^ 2) * overlap ψ ψ := by
  rcases (Real.sqrt_nonneg (J ^ 2 + h ^ 2)).eq_or_lt with h0 | hpos
  · have hr : √(J ^ 2 + h ^ 2) ^ 2 = J ^ 2 + h ^ 2 := Real.sq_sqrt (by positivity)
    rw [← h0] at hr
    have hJ : J = 0 := by nlinarith [sq_nonneg J, sq_nonneg h]
    have hh : h = 0 := by nlinarith [sq_nonneg J, sq_nonneg h]
    simp [hJ, hh, bond, overlap]
  · have hd := overlap_nonneg (bond J h i ψ - (√(J ^ 2 + h ^ 2) : ℂ) • ψ)
    rw [bond_deviation hN] at hd
    linarith [nonneg_of_mul_nonneg_right hd (by positivity)]

private lemma energy_sum {J h : ZMod N → ℝ} {μ : ℂ} {ψ : State N}
    (hψ : hamiltonian J h ψ = μ • ψ) :
    ∑ i, overlap ψ (bond (J i) (h i) i ψ) = -μ.re * overlap ψ ψ := by
  have h1 : overlap ψ (hamiltonian J h ψ) = -∑ i, overlap ψ (bond (J i) (h i) i ψ) := by
    simp only [overlap, hamiltonian, LinearMap.neg_apply, LinearMap.sum_apply, Pi.neg_apply,
      Finset.sum_apply, mul_neg, Complex.neg_re, Finset.mul_sum, Complex.re_sum,
      Finset.sum_neg_distrib]
    rw [Finset.sum_comm]
  rw [hψ, overlap_smul] at h1
  linarith

/-- Every eigenvalue of the ring with varying couplings and fields has real part at least
`-∑ √(J_i² + h_i²)`. -/
theorem eigenvalue_bound (hN : 2 ≤ N) (J h : ZMod N → ℝ) {μ : ℂ}
    (hμ : (hamiltonian J h).HasEigenvalue μ) :
    -∑ i, √(J i ^ 2 + h i ^ 2) ≤ μ.re := by
  obtain ⟨ψ, hψ⟩ := hμ.exists_hasEigenvector
  have hpos : 0 < overlap ψ ψ :=
    (overlap_nonneg ψ).lt_of_ne fun h0 => hψ.2 (eq_zero_of_overlap h0.symm)
  have hs := Finset.sum_le_sum fun i (_ : i ∈ Finset.univ) =>
    bond_expectation_le hN (J i) (h i) i ψ
  rw [energy_sum hψ.apply_eq_smul, ← Finset.sum_mul] at hs
  linarith [le_of_mul_le_mul_right hs hpos]

/-- For uniform coupling `J` and field `h`, every eigenvalue has real part at least
`-N √(J² + h²)`. -/
theorem uniform_eigenvalue_bound (hN : 2 ≤ N) (J h : ℝ) {μ : ℂ}
    (hμ : (hamiltonian (fun _ : ZMod N => J) (fun _ => h)).HasEigenvalue μ) :
    -(N * √(J ^ 2 + h ^ 2)) ≤ μ.re := by
  simpa [ZMod.card] using eigenvalue_bound hN _ _ hμ

omit [NeZero N] in
/-- Neighbouring local terms have the commutator `2 J h' Z_i Z_(i+1) X_(i+1)`. -/
theorem bond_commutator (hN : 3 ≤ N) (J h J' h' : ℝ) (i : ZMod N) (ψ : State N)
    (s : ZMod N → Bool) :
    bond J h i (bond J' h' (i + 1) ψ) s - bond J' h' (i + 1) (bond J h i ψ) s
      = 2 * J * h' *
        (pauliZ i * pauliZ (i + 1) * pauliX (i + 1) : Module.End ℂ (State N)) ψ s := by
  have h1 : i + 1 ≠ i := next_ne (by omega) i
  have h2 : i + 1 + 1 ≠ i := by
    have e : i + 1 + 1 = i + ((2 : ℕ) : ZMod N) := by push_cast; ring
    rw [e]
    exact site_ne 2 two_pos (by omega) i
  have hc : flipAt (i + 1) (flipAt i s) = flipAt i (flipAt (i + 1) s) := by
    change Function.update (flipAt i s) (i + 1) (!flipAt i s (i + 1))
      = Function.update (flipAt (i + 1) s) i (!flipAt (i + 1) s i)
    rw [flip_ne h1, flip_ne h1.symm]
    exact Function.update_comm h1.symm _ _ _
  change _ = 2 * (J : ℂ) * h' * (sgn (s i) * (sgn (s (i + 1)) * ψ (flipAt (i + 1) s)))
  simp only [bond_apply, flip_same, flip_ne h1, flip_ne h2, flip_ne h1.symm, sgn_not, hc]
  push_cast
  ring

/-- On a ring of at least three spins the bound is strict as soon as one coupling `J_i` and
the field `h_(i+1)` on the next site are both nonzero. -/
theorem eigenvalue_bound_strict (hN : 3 ≤ N) (J h : ZMod N → ℝ) (i : ZMod N)
    (hJ : J i ≠ 0) (hh : h (i + 1) ≠ 0) {μ : ℂ}
    (hμ : (hamiltonian J h).HasEigenvalue μ) :
    -∑ j, √(J j ^ 2 + h j ^ 2) < μ.re := by
  have hN2 : 2 ≤ N := by omega
  obtain ⟨ψ, hψ⟩ := hμ.exists_hasEigenvector
  by_contra hcon
  have hle := fun j (_ : j ∈ Finset.univ) => bond_expectation_le hN2 (J j) (h j) j ψ
  have heq : ∑ j, overlap ψ (bond (J j) (h j) j ψ)
      = ∑ j, √(J j ^ 2 + h j ^ 2) * overlap ψ ψ := by
    refine le_antisymm (Finset.sum_le_sum hle) ?_
    rw [energy_sum hψ.apply_eq_smul, ← Finset.sum_mul]
    exact mul_le_mul_of_nonneg_right (by linarith) (overlap_nonneg ψ)
  -- saturation makes the state an eigenvector of every local term
  have hev : ∀ j, bond (J j) (h j) j ψ = (√(J j ^ 2 + h j ^ 2) : ℂ) • ψ := by
    intro j
    have hj := (Finset.sum_eq_sum_iff_of_le hle).1 heq j (Finset.mem_univ j)
    apply sub_eq_zero.1
    apply eq_zero_of_overlap
    rw [bond_deviation hN2, hj, sub_self, mul_zero]
  -- the commutator of two neighbouring terms then annihilates the state
  apply hψ.2
  funext t
  have hc := bond_commutator hN (J i) (h i) (J (i + 1)) (h (i + 1)) i ψ (flipAt (i + 1) t)
  rw [hev (i + 1), map_smul, hev i, map_smul, hev (i + 1), smul_comm, sub_self] at hc
  change 0 = 2 * (J i : ℂ) * h (i + 1) * (sgn (flipAt (i + 1) t i) *
    (sgn (flipAt (i + 1) t (i + 1)) * ψ (flipAt (i + 1) (flipAt (i + 1) t)))) at hc
  rw [flip_flip] at hc
  have hs : ∀ b, (sgn b : ℂ) ≠ 0 := fun b hb => by simpa [hb] using sgn_sq b
  simpa [hJ, hh, hs] using hc.symm

/-- Without Ising coupling and with `h ≥ 0`, the equal superposition of all configurations is
an eigenvector whose eigenvalue equals the uniform bound at `J = 0`. -/
theorem bound_attained_without_coupling (h : ℝ) (hh : 0 ≤ h) :
    (hamiltonian (fun _ : ZMod N => 0) (fun _ => h)).HasEigenvector
      ((-(N * √(0 ^ 2 + h ^ 2)) : ℝ) : ℂ) (fun _ => 1) := by
  have hr : √(0 ^ 2 + h ^ 2) = h := by
    rw [zero_pow two_ne_zero, zero_add, Real.sqrt_sq hh]
  refine ⟨Module.End.mem_eigenspace_iff.2 (funext fun s => ?_), fun h0 => ?_⟩
  · rw [hr]
    simp [hamiltonian, LinearMap.sum_apply, Finset.sum_apply, bond_apply, ZMod.card]
  · exact one_ne_zero (congrFun h0 (fun _ => true))

end

end TransverseFieldIsing
```

```lean
#print axioms TransverseFieldIsing.uniform_eigenvalue_bound
#print axioms TransverseFieldIsing.eigenvalue_bound_strict
#print axioms TransverseFieldIsing.bound_attained_without_coupling
```

```
'TransverseFieldIsing.uniform_eigenvalue_bound' depends on axioms: [propext, Classical.choice, Quot.sound]
'TransverseFieldIsing.eigenvalue_bound_strict' depends on axioms: [propext, Classical.choice, Quot.sound]
'TransverseFieldIsing.bound_attained_without_coupling' depends on axioms: [propext, Classical.choice, Quot.sound]
```

## How the proof follows the algebra

`coupling_anticommutes` compares both operator products on each configuration, and `bond_sq` uses it to cancel the cross terms. `bond_symm` supplies Hermiticity by relabelling the sum over configurations with a spin flip. `bond_deviation` is the norm identity, and `bond_expectation_le` treats r = 0 and r > 0 separately. `energy_sum` inserts the eigenvalue equation; `eigenvalue_bound` adds the local inequalities and cancels the positive squared norm.

For strictness, `Finset.sum_eq_sum_iff_of_le` turns equality of the sums into equality of each term. `bond_commutator` is then evaluated at a flipped configuration, which shows that each amplitude of ψ is zero.

## The bound in a simulation code

For this finite nearest-neighbour model, the check after exact diagonalisation is one line:

`assert E0 >= -np.sum(np.sqrt(J**2 + h**2)) - tol`

Here `J` and `h` are arrays with one entry per site. If your code uses spin operators S = σ/2, first divide its coupling by 4 and its field by 2. Passing the check does not show that the matrix is right.
